# Every character gives an exact one-magnon eigenstate of the translation-invariant spin-1/2 Heisenberg model on a finite abelian group

A plane wave of single spin flips is an exact eigenstate of the Heisenberg model on a finite periodic lattice with one spin per cell and couplings that depend only on the displacement. Let the sites form a finite abelian group \(G\), each with a spin-1/2, and let the coupling \(J:G\to\mathbb R\) satisfy \(J(0)=0\). With

\[
H=-\tfrac12\sum_{x,y}J(x-y)\,\mathbf S_x\cdot\mathbf S_y ,
\]

write \(|z\rangle\) for the polarized state with the spin at \(z\) flipped. For every character \(\chi\) of \(G\), the state \(\sum_z\chi(z)|z\rangle\) should lie

\[
\varepsilon(\chi)=\tfrac12\sum_x J(x)\,\bigl(1-\operatorname{Re}\chi(x)\bigr)
\]

above the polarized state. I would like to see this made rigorous and machine-checked in Lean 4, starting from the spin operators on the full many-body space. Does \(J\) have to be even?

## One flip hops, and characters diagonalize the hopping

The claim holds as stated, and \(J\) need not be even: the double sum symmetrizes it.

Start with two different sites \(x\ne y\). Superscripts on \(S\) denote spin components, not sites. If their spins are parallel, the \(S^xS^x\) and \(S^yS^y\) terms cancel and \(S^zS^z\) gives \(1/4\). If they are antiparallel, the first two terms add up to \(1/2\) times the exchanged state, and \(S^zS^z\) gives \(-1/4\). With \(P_{xy}\) exchanging the two spins, both cases read

\[
\mathbf S_x\cdot\mathbf S_y=\tfrac12P_{xy}-\tfrac14=\tfrac14+\tfrac12(P_{xy}-1).
\]

The terms with \(x=y\) vanish because \(J(0)=0\), and \(\sum_{x,y}J(x-y)=|G|\sum_xJ(x)\). Hence

\[
H=E_0-\tfrac14\sum_{x,y}J(x-y)(P_{xy}-1),\qquad E_0=-\tfrac{|G|}8\sum_xJ(x).
\]

Exchanges leave the polarized state unchanged, so its energy is \(E_0\). On \(|z\rangle\), only exchanges involving \(z\) contribute:

\[
H|z\rangle=E_0|z\rangle+\tfrac14\sum_x\bigl[J(x-z)+J(z-x)\bigr]\bigl(|z\rangle-|x\rangle\bigr).
\]

Multiply by \(\chi(z)\) and sum over \(z\). The bracket is symmetric in \(x\) and \(z\), so relabelling moves the difference onto the weights. The coefficient of \(|z\rangle\) beyond \(E_0\chi(z)\) is then

\[
\tfrac14\sum_x\bigl[J(x-z)+J(z-x)\bigr]\bigl(\chi(z)-\chi(x)\bigr).
\]

Put \(x=z+d\) in the first part and \(x=z-d\) in the second. Since \(\chi(z\pm d)=\chi(z)\chi(\pm d)\) and \(\chi(-d)=\overline{\chi(d)}\), this equals

\[
\tfrac14\chi(z)\sum_dJ(d)\bigl(2-\chi(d)-\chi(-d)\bigr)=\varepsilon(\chi)\,\chi(z).
\]

The state is nonzero because its amplitude for a flip at the origin is \(\chi(0)=1\). Its norm is \(\sqrt{|G|}\), so each flip has amplitude \(\chi(z)/\sqrt{|G|}\) after normalisation.

The smallest interacting case has two sites, with \(H=-J(1)\,\mathbf S_0\cdot\mathbf S_1\). The trivial character gives a triplet state at \(-J(1)/4\), and the character with \(\chi(1)=-1\) gives the singlet at \(3J(1)/4\). The gap is \(J(1)\), as the formula says.

## The Lean file

```lean
import Mathlib

open scoped ComplexConjugate

namespace HeisenbergMagnon

noncomputable section

variable {G : Type*} [AddCommGroup G] [Fintype G] [DecidableEq G]

/-- A many-body state: an amplitude for each configuration, where `true` marks a flipped spin. -/
abbrev State (G : Type*) := (G → Bool) → ℂ

/-- The configuration with the spin at site `x` reversed. -/
def flipAt (x : G) (s : G → Bool) : G → Bool := Function.update s x (!s x)

/-- The spin component `S^x` at site `x`. -/
def spinX (x : G) : Module.End ℂ (State G) where
  toFun ψ s := (1 / 2) * ψ (flipAt x s)
  map_add' φ ψ := by funext s; simp only [Pi.add_apply]; ring
  map_smul' c ψ := by
    funext s; simp only [Pi.smul_apply, smul_eq_mul, RingHom.id_apply]; ring

/-- The spin component `S^y` at site `x`. -/
def spinY (x : G) : Module.End ℂ (State G) where
  toFun ψ s := (if s x then Complex.I / 2 else -Complex.I / 2) * ψ (flipAt x s)
  map_add' φ ψ := by funext s; simp only [Pi.add_apply]; ring
  map_smul' c ψ := by
    funext s; simp only [Pi.smul_apply, smul_eq_mul, RingHom.id_apply]; ring

/-- The spin component `S^z` at site `x`. -/
def spinZ (x : G) : Module.End ℂ (State G) where
  toFun ψ s := (if s x then -1 / 2 else 1 / 2) * ψ s
  map_add' φ ψ := by funext s; simp only [Pi.add_apply]; ring
  map_smul' c ψ := by
    funext s; simp only [Pi.smul_apply, smul_eq_mul, RingHom.id_apply]; ring

/-- The scalar product `S_x · S_y` of two spins. -/
def spinDot (x y : G) : Module.End ℂ (State G) :=
  spinX x * spinX y + spinY x * spinY y + spinZ x * spinZ y

/-- The Heisenberg Hamiltonian `-(1/2) ∑ J(x-y) S_x · S_y`. -/
def heisenberg (J : G → ℝ) : Module.End ℂ (State G) :=
  (-(1 / 2) : ℂ) • ∑ x, ∑ y, (J (x - y) : ℂ) • spinDot x y

/-- The state with no spin flipped. -/
def polarized : State G := fun s => if s = (fun _ => false) then 1 else 0

/-- The state with exactly the spin at `z` flipped. -/
def singleFlip (z : G) : State G := fun s => if s = (fun w => decide (w = z)) then 1 else 0

/-- The spin wave: single flips superposed with the weights `χ z`. -/
def magnon (χ : AddChar G ℂ) : State G := ∑ z, χ z • singleFlip z

/-- The energy `-(|G|/8) ∑ J`. -/
def polarizedEnergy (J : G → ℝ) : ℝ := -(1 / 8) * (Fintype.card G * ∑ x, J x)

/-- The excitation energy `(1/2) ∑ J(x) (1 - Re χ(x))`. -/
def magnonEnergy (J : G → ℝ) (χ : AddChar G ℂ) : ℝ := 1 / 2 * ∑ x, J x * (1 - (χ x).re)

omit [AddCommGroup G] [Fintype G] in
/-- For two different sites, `S_x · S_y` is half the exchange of the two spins minus `1/4`. -/
theorem spinDot_eq_exchange {x y : G} (hxy : x ≠ y) (ψ : State G) (s : G → Bool) :
    spinDot x y ψ s = 1 / 2 * ψ (s ∘ Equiv.swap x y) - 1 / 4 * ψ s := by
  have hx : flipAt x s y = s y := by simp [flipAt, hxy.symm]
  have expand : spinDot x y ψ s = 1 / 2 * (1 / 2 * ψ (flipAt y (flipAt x s)))
      + (if s x then Complex.I / 2 else -Complex.I / 2) *
        ((if flipAt x s y then Complex.I / 2 else -Complex.I / 2) * ψ (flipAt y (flipAt x s)))
      + (if s x then -1 / 2 else 1 / 2) * ((if s y then -1 / 2 else 1 / 2) * ψ s) := rfl
  rw [expand, hx]
  by_cases h : s x = s y
  · -- parallel spins: the exchange does nothing
    have hswap : s ∘ Equiv.swap x y = s := by
      funext z
      simp only [Function.comp_apply, Equiv.swap_apply_def]
      split_ifs <;> simp_all
    rw [hswap, h]
    cases hy : s y <;> simp only [Bool.false_eq_true, if_true, if_false] <;>
      linear_combination (1 / 4 * ψ (flipAt y (flipAt x s))) * Complex.I_sq
  · -- antiparallel spins: the exchange reverses both
    have hy : s y = !s x := by
      cases h1 : s x <;> cases h2 : s y <;> simp_all
    have hswap : s ∘ Equiv.swap x y = flipAt y (flipAt x s) := by
      funext z
      simp only [Function.comp_apply, Equiv.swap_apply_def, flipAt, Function.update_apply]
      split_ifs <;> simp_all
    rw [hswap, hy]
    cases hs : s x <;>
      simp only [Bool.not_true, Bool.not_false, Bool.false_eq_true, if_true, if_false] <;>
      linear_combination (-1 / 4 * ψ (flipAt y (flipAt x s))) * Complex.I_sq

/-- The Hamiltonian is the constant `polarizedEnergy J` plus a sum of exchange differences. -/
theorem heisenberg_apply {J : G → ℝ} (hJ : J 0 = 0) (ψ : State G) (s : G → Bool) :
    heisenberg J ψ s = polarizedEnergy J * ψ s
      - 1 / 4 * ∑ x, ∑ y, (J (x - y) : ℂ) * (ψ (s ∘ Equiv.swap x y) - ψ s) := by
  have hE : (polarizedEnergy J : ℂ) = -(1 / 8) * ∑ x : G, ∑ y, (J (x - y) : ℂ) := by
    have h : ∀ x : G, ∑ y, (J (x - y) : ℂ) = ∑ y, (J y : ℂ) := fun x =>
      (Equiv.subLeft x).sum_comp (fun y => (J y : ℂ))
    simp only [h, Finset.sum_const, Finset.card_univ, nsmul_eq_mul, polarizedEnergy]
    push_cast
    ring
  have hH : heisenberg J ψ s = -(1 / 2) * ∑ x, ∑ y, (J (x - y) : ℂ) *
      (1 / 2 * ψ (s ∘ Equiv.swap x y) - 1 / 4 * ψ s) := by
    simp only [heisenberg, LinearMap.smul_apply, LinearMap.sum_apply, Pi.smul_apply,
      Finset.sum_apply, smul_eq_mul]
    congr 1
    refine Finset.sum_congr rfl fun x _ => Finset.sum_congr rfl fun y _ => ?_
    by_cases h : x = y
    · simp [h, hJ]
    · rw [spinDot_eq_exchange h]
  rw [hH, hE]
  simp only [Finset.mul_sum, Finset.sum_mul, ← Finset.sum_sub_distrib]
  exact Finset.sum_congr rfl fun x _ => Finset.sum_congr rfl fun y _ => by ring

/-- The polarized state is an energy eigenstate with energy `polarizedEnergy J`. -/
theorem heisenberg_polarized {J : G → ℝ} (hJ : J 0 = 0) :
    heisenberg J polarized = (polarizedEnergy J : ℂ) • polarized := by
  have inv : ∀ (σ : Equiv.Perm G) (s : G → Bool), polarized (s ∘ σ) = polarized s := by
    intro σ s
    have : s ∘ σ = (fun _ => false) ↔ s = (fun _ => false) := by
      constructor
      · intro h
        funext w
        simpa using congrFun h (σ.symm w)
      · rintro rfl
        rfl
    simp only [polarized, this]
  funext s
  rw [heisenberg_apply hJ]
  simp [inv]

/-- A single flipped spin hops from `z` to `x` with the symmetrized coupling between them. -/
theorem heisenberg_singleFlip {J : G → ℝ} (hJ : J 0 = 0) (z : G) :
    heisenberg J (singleFlip z) = (polarizedEnergy J : ℂ) • singleFlip z
      + (1 / 4 : ℂ) • ∑ x, ((J (x - z) : ℂ) + J (z - x)) • (singleFlip z - singleFlip x) := by
  have move : ∀ (σ : Equiv.Perm G) (s : G → Bool),
      singleFlip z (s ∘ σ) = singleFlip (σ z) s := by
    intro σ s
    have : s ∘ σ = (fun w => decide (w = z)) ↔ s = (fun w => decide (w = σ z)) := by
      constructor
      · intro h
        funext w
        simpa [Equiv.symm_apply_eq] using congrFun h (σ.symm w)
      · rintro rfl
        funext w
        simp
    simp only [singleFlip, this]
  funext s
  rw [heisenberg_apply hJ]
  simp only [move, Pi.add_apply, Pi.smul_apply, Finset.sum_apply, Pi.sub_apply, smul_eq_mul]
  -- only exchanges that involve the site `z` contribute
  have key : ∀ x y : G, (J (x - y) : ℂ) * (singleFlip (Equiv.swap x y z) s - singleFlip z s)
      = (if x = z then (J (z - y) : ℂ) * (singleFlip y s - singleFlip z s) else 0)
      + (if y = z then (J (x - z) : ℂ) * (singleFlip x s - singleFlip z s) else 0) := by
    intro x y
    by_cases h1 : x = z
    · subst h1
      by_cases h2 : y = x
      · simp [h2]
      · simp [h2]
    · by_cases h2 : y = z
      · subst h2
        simp [h1]
      · simp [h1, h2, Equiv.swap_apply_of_ne_of_ne (Ne.symm h1) (Ne.symm h2)]
  have h1 : ∑ x, ∑ y, (if x = z then (J (z - y) : ℂ) * (singleFlip y s - singleFlip z s) else 0)
      = ∑ y, (J (z - y) : ℂ) * (singleFlip y s - singleFlip z s) := by
    rw [Finset.sum_comm]
    simp
  have h2 : ∑ x, ∑ y, (if y = z then (J (x - z) : ℂ) * (singleFlip x s - singleFlip z s) else 0)
      = ∑ x, (J (x - z) : ℂ) * (singleFlip x s - singleFlip z s) := by
    simp
  simp only [key, Finset.sum_add_distrib]
  rw [h1, h2, ← Finset.sum_add_distrib, sub_eq_add_neg, ← mul_neg, ← Finset.sum_neg_distrib]
  congr 2
  exact Finset.sum_congr rfl fun x _ => by ring

omit [DecidableEq G] in
/-- Reversing the displacement conjugates the phase of a character. -/
theorem char_neg (χ : AddChar G ℂ) (x : G) : χ (-x) = conj (χ x) := by
  rw [AddChar.map_neg_eq_inv, Complex.inv_eq_conj (AddChar.norm_apply χ x)]

/-- Each spin wave is an eigenvector of the Heisenberg Hamiltonian, with energy
`(1/2) ∑ J(x) (1 - Re χ(x))` above the polarized state. -/
theorem magnon_hasEigenvector {J : G → ℝ} (hJ : J 0 = 0) (χ : AddChar G ℂ) :
    Module.End.HasEigenvector (heisenberg J)
      ((polarizedEnergy J + magnonEnergy J χ : ℝ) : ℂ) (magnon χ) := by
  -- the character diagonalizes the hopping
  have disp : ∀ z, ∑ x, ((J (x - z) : ℂ) + J (z - x)) * (χ z - χ x)
      = 4 * magnonEnergy J χ * χ z := by
    intro z
    have h1 : ∑ x, (J (x - z) : ℂ) * (χ z - χ x) = ∑ d, (J d : ℂ) * (χ z - χ (d + z)) :=
      Fintype.sum_equiv (Equiv.subRight z) _ _ (fun x => by simp)
    have h2 : ∑ x, (J (z - x) : ℂ) * (χ z - χ x) = ∑ d, (J d : ℂ) * (χ z - χ (z + -d)) :=
      Fintype.sum_equiv (Equiv.subLeft z) _ _ (fun x => by simp)
    simp only [add_mul, Finset.sum_add_distrib]
    rw [h1, h2, ← Finset.sum_add_distrib, magnonEnergy]
    push_cast
    simp only [Finset.mul_sum, Finset.sum_mul]
    refine Finset.sum_congr rfl fun d _ => ?_
    have hre : χ d + χ (-d) = 2 * ((χ d).re : ℂ) := by
      rw [char_neg, Complex.add_conj]
      push_cast
      ring
    rw [AddChar.map_add_eq_mul, AddChar.map_add_eq_mul]
    linear_combination (-(J d : ℂ) * χ z) * hre
  refine ⟨Module.End.mem_eigenspace_iff.mpr ?_, ?_⟩
  · rw [magnon, map_sum]
    simp only [map_smul, heisenberg_singleFlip hJ]
    funext s
    simp only [Finset.sum_apply, Pi.smul_apply, Pi.add_apply, Pi.sub_apply, smul_eq_mul]
    -- the hopping is symmetric, so it can act on the weights instead of the flips
    have hc : ∑ z, ∑ x, χ z * (((J (x - z) : ℂ) + J (z - x)) * singleFlip x s)
        = ∑ z, ∑ x, singleFlip z s * (((J (x - z) : ℂ) + J (z - x)) * χ x) := by
      rw [Finset.sum_comm]
      exact Finset.sum_congr rfl fun x _ => Finset.sum_congr rfl fun y _ => by ring
    have hsym : ∑ z, χ z * ∑ x, ((J (x - z) : ℂ) + J (z - x)) * (singleFlip z s - singleFlip x s)
        = ∑ z, singleFlip z s * ∑ x, ((J (x - z) : ℂ) + J (z - x)) * (χ z - χ x) := by
      simp only [mul_sub, Finset.mul_sum, Finset.sum_sub_distrib]
      rw [hc]
      congr 1
      exact Finset.sum_congr rfl fun x _ => Finset.sum_congr rfl fun y _ => by ring
    simp only [disp] at hsym
    calc _ = (polarizedEnergy J : ℂ) * ∑ z, χ z * singleFlip z s + 1 / 4 * ∑ z, χ z *
          ∑ x, ((J (x - z) : ℂ) + J (z - x)) * (singleFlip z s - singleFlip x s) := by
          rw [Finset.mul_sum, Finset.mul_sum, ← Finset.sum_add_distrib]
          exact Finset.sum_congr rfl fun z _ => by ring
      _ = _ := by
          rw [hsym, Finset.mul_sum, Finset.mul_sum, Finset.mul_sum, ← Finset.sum_add_distrib]
          refine Finset.sum_congr rfl fun z _ => ?_
          push_cast
          ring
  · -- the amplitude of the flip at the origin is one
    intro h0
    have h := congrFun h0 (fun w => decide (w = 0))
    have hs : ∀ z : G, singleFlip z (fun w => decide (w = 0)) = if z = 0 then 1 else 0 := by
      intro z
      have : (fun w : G => decide (w = 0)) = (fun w => decide (w = z)) ↔ z = 0 := by
        constructor
        · intro h
          simpa using congrFun h z
        · rintro rfl
          rfl
      simp only [singleFlip, this]
    simp [magnon, Finset.sum_apply, hs] at h

omit [DecidableEq G] in
/-- For nonnegative couplings no spin wave has negative excitation energy, and the energy is
zero exactly when `χ` equals one on every displacement that carries a coupling. -/
theorem magnonEnergy_ferromagnet {J : G → ℝ} (hJ : ∀ x, 0 ≤ J x) (χ : AddChar G ℂ) :
    0 ≤ magnonEnergy J χ ∧ (magnonEnergy J χ = 0 ↔ ∀ x, J x ≠ 0 → χ x = 1) := by
  have hn : ∀ x, ‖χ x‖ = 1 := fun x => AddChar.norm_apply χ x
  have hterm : ∀ x ∈ Finset.univ, 0 ≤ J x * (1 - (χ x).re) := fun x _ =>
    mul_nonneg (hJ x) (by linarith [Complex.re_le_norm (χ x), hn x])
  refine ⟨mul_nonneg (by norm_num) (Finset.sum_nonneg hterm), ?_, ?_⟩
  · intro h x hx
    have hsum : ∑ x, J x * (1 - (χ x).re) = 0 := by
      unfold magnonEnergy at h
      linarith
    have h0 := (Finset.sum_eq_zero_iff_of_nonneg hterm).mp hsum x (Finset.mem_univ x)
    have hre : (χ x).re = 1 := by
      have := (mul_eq_zero.mp h0).resolve_left hx
      linarith
    -- a phase with real part one is one
    have hsq : (χ x).re * (χ x).re + (χ x).im * (χ x).im = 1 := by
      rw [← Complex.normSq_apply, Complex.normSq_eq_norm_sq, hn x, one_pow]
    have him : (χ x).im = 0 := by
      rw [hre] at hsq
      exact mul_self_eq_zero.mp (by linarith)
    exact Complex.ext (by simp [hre]) (by simp [him])
  · intro h
    have : ∑ x, J x * (1 - (χ x).re) = 0 := Finset.sum_eq_zero fun x _ => by
      by_cases hx : J x = 0
      · simp [hx]
      · simp [h x hx]
    rw [magnonEnergy, this, mul_zero]

/-- On a ring of `N` sites with coupling `j` to each of the two neighbours, the spin wave with
phase `k` per site has excitation energy `j (1 - cos k)`. -/
theorem magnonEnergy_ring {N : ℕ} [NeZero N] (j k : ℝ) (χ : AddChar (ZMod N) ℂ)
    (hχ : χ 1 = Complex.exp (k * Complex.I)) :
    magnonEnergy (fun x => (if x = 1 then j else 0) + (if x = -1 then j else 0)) χ
      = j * (1 - Real.cos k) := by
  have h1 : (χ 1).re = Real.cos k := by rw [hχ, Complex.exp_ofReal_mul_I_re]
  have h2 : (χ (-1)).re = Real.cos k := by rw [char_neg, Complex.conj_re, h1]
  simp only [magnonEnergy, add_mul, ite_mul, zero_mul, Finset.sum_add_distrib,
    Finset.sum_ite_eq', Finset.mem_univ, if_true, h1, h2]
  ring

end

end HeisenbergMagnon
```

```lean
#print axioms HeisenbergMagnon.heisenberg_polarized
-- 'HeisenbergMagnon.heisenberg_polarized' depends on axioms: [propext, Classical.choice, Quot.sound]
#print axioms HeisenbergMagnon.magnon_hasEigenvector
-- 'HeisenbergMagnon.magnon_hasEigenvector' depends on axioms: [propext, Classical.choice, Quot.sound]
#print axioms HeisenbergMagnon.magnonEnergy_ferromagnet
-- 'HeisenbergMagnon.magnonEnergy_ferromagnet' depends on axioms: [propext, Classical.choice, Quot.sound]
#print axioms HeisenbergMagnon.magnonEnergy_ring
-- 'HeisenbergMagnon.magnonEnergy_ring' depends on axioms: [propext, Classical.choice, Quot.sound]
```

## What the Lean statements say about the magnet

A `State G` assigns a complex amplitude to each configuration `G → Bool`, with `true` marking a flipped spin. The operators `spinX`, `spinY` and `spinZ` are half the Pauli matrices acting at one site, with \(\hbar=1\), and `heisenberg J` is built from them. It therefore acts on all \(2^{|G|}\) configurations, not on a one-flip space chosen in advance.

An `AddChar G ℂ` turns sums of displacements into products of phases; on a ring it is \(e^{ikx}\) with an allowed wave number \(k\). The hypothesis `hJ : J 0 = 0` says that a spin has no exchange coupling to itself.

The main theorem, `magnon_hasEigenvector`, says that `magnon χ` is nonzero and satisfies the eigenvalue equation with the real energy `polarizedEnergy J + magnonEnergy J χ`, that is, \(E_0+\varepsilon(\chi)\). The sign of \(J\) is free.

For \(J\ge0\), `magnonEnergy_ferromagnet` adds that \(\varepsilon(\chi)\ge0\), with equality exactly when \(\chi(x)=1\) wherever \(J(x)\ne0\). This compares spin waves with the polarized state; it does not establish that state as the ground state.

For the nearest-neighbour ring, `magnonEnergy_ring` gives \(j(1-\cos k)\). At \(N=2\) the two neighbours coincide, so \(J(1)=2j\). At \(N=1\) the coupling would sit at \(J(0)\), so the eigenvector theorem then applies only if \(j=0\).

The model is isotropic, finite and periodic, without an external field, and the theorems treat one flip only, not the interaction between magnons. Within those limits, \(E_0+\varepsilon(\chi)\) supplies exact eigenvalues for comparison with an exact-diagonalization code that uses the same \(H\).

## How the proof follows the calculation

`spinDot_eq_exchange` splits into parallel and antiparallel spins. In each case it identifies the exchanged configuration `s ∘ Equiv.swap x y`, and `linear_combination` with `Complex.I_sq` finishes the Pauli arithmetic. `heisenberg_apply` inserts this identity into the double sum and separates off \(E_0\), using a change of the summation variable to evaluate \(\sum_{x,y}J(x-y)\).

`heisenberg_polarized` uses the invariance of the polarized state under permutations. In `heisenberg_singleFlip`, `move` shows that a permutation carries the flip to its new site, and `key` keeps only the exchanges that involve `z`.

In the main proof, `disp` is the substitution \(x=z\pm d\), with `char_neg` supplying the conjugate phase. The step `hsym` moves the symmetric hopping from the flips to the weights, and the last part evaluates the amplitude at the origin.

For the ferromagnet, every term of \(\varepsilon(\chi)\) is nonnegative because \(\operatorname{Re}\chi(x)\le|\chi(x)|=1\). A zero sum forces each term to vanish, and a phase with real part one equals one. The ring formula follows by evaluating the sum at the displacements \(1\) and \(-1\).
